# The static kernel from inverse responses at a common density, for smooth functionals on finitely many sites

To compute a Hubbard $U$ by linear response, one shifts the potential on each site in turn, records how the occupations change before and after self-consistency, and subtracts the inverse of the second response matrix from the inverse of the first. The diagonal entry for a site is its $U$. The theorems below identify such a difference with a difference of energy curvatures, for two systems that have the same density. Their energies are twice continuously differentiable functions of finitely many site densities. In each system the density makes the energy, with the potential term included, stationary, and it varies differentiably with the potential.

```lean
import Mathlib

open Matrix Filter Topology

namespace ConstrainedDFTKernel

noncomputable section

variable {ι : Type*} [Fintype ι] [DecidableEq ι]

/-- The gradient of an energy functional with respect to the site densities. -/
def siteGrad (E : (ι → ℝ) → ℝ) (x : ι → ℝ) : ι → ℝ :=
  fun i => fderiv ℝ E x (Pi.single i 1)

/-- The matrix of first derivatives of a site-resolved field. -/
def jacobian (F : (ι → ℝ) → (ι → ℝ)) (x : ι → ℝ) : Matrix ι ι ℝ :=
  LinearMap.toMatrix' (fderiv ℝ F x : (ι → ℝ) →ₗ[ℝ] (ι → ℝ))

/-- The matrix of second derivatives of an energy functional at a density. -/
def hessian (E : (ι → ℝ) → ℝ) (x : ι → ℝ) : Matrix ι ι ℝ :=
  jacobian (siteGrad E) x

/-- The static density response: the derivative of the density with respect to the potential. -/
def response (n : (ι → ℝ) → (ι → ℝ)) (v : ι → ℝ) : Matrix ι ι ℝ :=
  jacobian n v

/-- For all potentials `u` near `v`, the density `n u` makes the energy `E` plus the
potential energy of `u` stationary. -/
def StationaryNear (E : (ι → ℝ) → ℝ) (n : (ι → ℝ) → (ι → ℝ)) (v : ι → ℝ) : Prop :=
  ∀ᶠ u in 𝓝 v, siteGrad E (n u) = -u

/-- The density gradient of a twice continuously differentiable functional is differentiable. -/
theorem differentiable_siteGrad {E : (ι → ℝ) → ℝ} (hE : ContDiff ℝ 2 E) :
    Differentiable ℝ (siteGrad E) := by
  have h : Differentiable ℝ (fderiv ℝ E) :=
    (hE.fderiv_right (m := 1) one_add_one_eq_two.le).differentiable (by simp)
  refine differentiable_pi.2 fun i => ?_
  have hc : Differentiable ℝ (fun _ : ι → ℝ => (Pi.single i (1 : ℝ) : ι → ℝ)) :=
    differentiable_const _
  have hi := h.clm_apply hc
  exact hi

/-- The energy Hessian at the stationary density times the density response is minus the
identity. -/
theorem hessian_mul_response {E : (ι → ℝ) → ℝ} {n : (ι → ℝ) → (ι → ℝ)} {v : ι → ℝ}
    (hE : ContDiff ℝ 2 E) (hn : DifferentiableAt ℝ n v) (hs : StationaryNear E n v) :
    hessian E (n v) * response n v = -1 := by
  -- differentiate both sides of the stationarity condition
  have hc : HasFDerivAt (fun u => siteGrad E (n u))
      ((fderiv ℝ (siteGrad E) (n v)).comp (fderiv ℝ n v)) v :=
    (differentiable_siteGrad hE (n v)).hasFDerivAt.comp v hn.hasFDerivAt
  have hneg : HasFDerivAt (fun u : ι → ℝ => -u) (-(ContinuousLinearMap.id ℝ (ι → ℝ))) v :=
    (hasFDerivAt_id v).neg
  have h := hc.unique (hneg.congr_of_eventuallyEq hs)
  have h' : (fderiv ℝ (siteGrad E) (n v) : (ι → ℝ) →ₗ[ℝ] (ι → ℝ)) ∘ₗ
      (fderiv ℝ n v : (ι → ℝ) →ₗ[ℝ] (ι → ℝ)) = -LinearMap.id :=
    LinearMap.ext fun x => DFunLike.congr_fun h x
  unfold hessian response jacobian
  rw [← LinearMap.toMatrix'_comp, h', map_neg, LinearMap.toMatrix'_id]

/-- The density response is invertible, and its inverse is minus the energy Hessian. -/
theorem response_inv {E : (ι → ℝ) → ℝ} {n : (ι → ℝ) → (ι → ℝ)} {v : ι → ℝ}
    (hE : ContDiff ℝ 2 E) (hn : DifferentiableAt ℝ n v) (hs : StationaryNear E n v) :
    (response n v).det ≠ 0 ∧ (response n v)⁻¹ = -hessian E (n v) := by
  have h : (-hessian E (n v)) * response n v = 1 := by
    rw [neg_mul, hessian_mul_response hE hn hs, neg_neg]
  exact ⟨(Matrix.isUnit_det_of_left_inverse h).ne_zero, Matrix.inv_eq_left_inv h⟩

/-- For two systems with the same density `m`, both responses are invertible, and the difference
of the energy Hessians at `m` is the difference of the inverse responses. -/
theorem kernel_eq_inv_response_sub {E E0 : (ι → ℝ) → ℝ} {n n0 : (ι → ℝ) → (ι → ℝ)}
    {v w m : ι → ℝ} (hE : ContDiff ℝ 2 E) (hE0 : ContDiff ℝ 2 E0)
    (hn : DifferentiableAt ℝ n v) (hn0 : DifferentiableAt ℝ n0 w)
    (hs : StationaryNear E n v) (hs0 : StationaryNear E0 n0 w)
    (hm : n v = m) (hm0 : n0 w = m) :
    (response n v).det ≠ 0 ∧ (response n0 w).det ≠ 0 ∧
      hessian E m - hessian E0 m = (response n0 w)⁻¹ - (response n v)⁻¹ := by
  have h := response_inv hE hn hs
  have h0 := response_inv hE0 hn0 hs0
  refine ⟨h.1, h0.1, ?_⟩
  rw [h.2, h0.2, hm, hm0]
  abel

/-- The Dyson equation for the static responses of two systems with the same density, with the
difference of the energy Hessians as kernel. -/
theorem dyson_equation {E E0 : (ι → ℝ) → ℝ} {n n0 : (ι → ℝ) → (ι → ℝ)}
    {v w m : ι → ℝ} (hE : ContDiff ℝ 2 E) (hE0 : ContDiff ℝ 2 E0)
    (hn : DifferentiableAt ℝ n v) (hn0 : DifferentiableAt ℝ n0 w)
    (hs : StationaryNear E n v) (hs0 : StationaryNear E0 n0 w)
    (hm : n v = m) (hm0 : n0 w = m) :
    response n v = response n0 w +
      response n0 w * (hessian E m - hessian E0 m) * response n v := by
  obtain ⟨d, d0, hf⟩ := kernel_eq_inv_response_sub hE hE0 hn hn0 hs hs0 hm hm0
  have e : response n0 w * (hessian E m - hessian E0 m) * response n v
      = response n v - response n0 w := by
    rw [hf, mul_sub, sub_mul, Matrix.mul_nonsing_inv _ (isUnit_iff_ne_zero.2 d0), one_mul,
      mul_assoc, Matrix.nonsing_inv_mul _ (isUnit_iff_ne_zero.2 d), mul_one]
  rw [e]
  abel

/-- At a common density, the energy Hessians of two systems agree exactly when their density
responses agree. -/
theorem kernel_eq_zero_iff {E E0 : (ι → ℝ) → ℝ} {n n0 : (ι → ℝ) → (ι → ℝ)}
    {v w m : ι → ℝ} (hE : ContDiff ℝ 2 E) (hE0 : ContDiff ℝ 2 E0)
    (hn : DifferentiableAt ℝ n v) (hn0 : DifferentiableAt ℝ n0 w)
    (hs : StationaryNear E n v) (hs0 : StationaryNear E0 n0 w)
    (hm : n v = m) (hm0 : n0 w = m) :
    hessian E m - hessian E0 m = 0 ↔ response n v = response n0 w := by
  constructor
  · intro h
    have hd := dyson_equation hE hE0 hn hn0 hs hs0 hm hm0
    rwa [h, mul_zero, zero_mul, add_zero] at hd
  · intro h
    rw [(kernel_eq_inv_response_sub hE hE0 hn hn0 hs hs0 hm hm0).2.2, h, sub_self]

/-- For a single constrained variable, both responses are nonzero and the difference of the
energy curvatures at the common value `m` is the difference of the reciprocal responses. -/
theorem scalar_kernel {E E0 n n0 : ℝ → ℝ} {a₁ a₂ m χ χ0 : ℝ}
    (hE : ContDiff ℝ 2 E) (hE0 : ContDiff ℝ 2 E0)
    (hn : HasDerivAt n χ a₁) (hn0 : HasDerivAt n0 χ0 a₂)
    (hs : ∀ᶠ a in 𝓝 a₁, deriv E (n a) = -a) (hs0 : ∀ᶠ a in 𝓝 a₂, deriv E0 (n0 a) = -a)
    (hm : n a₁ = m) (hm0 : n0 a₂ = m) :
    χ ≠ 0 ∧ χ0 ≠ 0 ∧ deriv (deriv E) m - deriv (deriv E0) m = 1 / χ0 - 1 / χ := by
  -- curvature times response is minus one, for either system
  have key : ∀ {F p : ℝ → ℝ} {a c : ℝ}, ContDiff ℝ 2 F → HasDerivAt p c a →
      (∀ᶠ b in 𝓝 a, deriv F (p b) = -b) → deriv (deriv F) (p a) * c = -1 := by
    intro F p a c hF hp hst
    have h1 : Differentiable ℝ (fderiv ℝ F) :=
      (hF.fderiv_right (m := 1) one_add_one_eq_two.le).differentiable (by simp)
    have h2 : Differentiable ℝ (deriv F) := h1.clm_apply (differentiable_const (1 : ℝ))
    have hc : HasDerivAt (fun b => deriv F (p b)) (deriv (deriv F) (p a) * c) a :=
      (h2 (p a)).hasDerivAt.comp a hp
    have hneg : HasDerivAt (fun b : ℝ => -b) (-1) a := (hasDerivAt_id a).neg
    exact hc.unique (hneg.congr_of_eventuallyEq hst)
  have h := key hE hn hs
  have h0 := key hE0 hn0 hs0
  rw [hm] at h
  rw [hm0] at h0
  have c : χ ≠ 0 := by
    rintro rfl
    norm_num at h
  have c0 : χ0 ≠ 0 := by
    rintro rfl
    norm_num at h0
  refine ⟨c, c0, ?_⟩
  rw [eq_div_of_mul_eq c h, eq_div_of_mul_eq c0 h0]
  ring

/-- A quadratic energy of two site densities with coupling `g`. -/
def pairEnergy (g : ℝ) : (Fin 2 → ℝ) → ℝ :=
  fun x => (x 0 * x 0 + x 1 * x 1) * (1 / 2) + g * (x 0 * x 1)

/-- The density of the coupled pair as an explicit function of the potential. -/
def pairDensity (g : ℝ) : (Fin 2 → ℝ) → (Fin 2 → ℝ) :=
  fun u => ![(1 - g ^ 2)⁻¹ * (g * u 1 - u 0), (1 - g ^ 2)⁻¹ * (g * u 0 - u 1)]

/-- The density gradient of the energy of the coupled pair. -/
theorem siteGrad_pairEnergy (g : ℝ) (x : Fin 2 → ℝ) :
    siteGrad (pairEnergy g) x = ![x 0 + g * x 1, x 1 + g * x 0] := by
  have h0 := hasFDerivAt_apply (𝕜 := ℝ) (0 : Fin 2) x
  have h1 := hasFDerivAt_apply (𝕜 := ℝ) (1 : Fin 2) x
  have hd : HasFDerivAt (pairEnergy g) _ x :=
    (((h0.mul h0).add (h1.mul h1)).mul_const (1 / 2)).add ((h0.mul h1).const_mul g)
  ext i
  simp only [siteGrad, hd.fderiv]
  fin_cases i <;> simp <;> ring

/-- For `g ^ 2 ≠ 1` the energy of the coupled pair is twice continuously differentiable, its density
map is differentiable and satisfies the stationarity condition near every potential, and each
density `m` is produced by the potential `-siteGrad (pairEnergy g) m`. -/
theorem pair_witness (g : ℝ) (hg : g ^ 2 ≠ 1) :
    ContDiff ℝ 2 (pairEnergy g) ∧ Differentiable ℝ (pairDensity g) ∧
      (∀ v, StationaryNear (pairEnergy g) (pairDensity g) v) ∧
      ∀ m, pairDensity g (-siteGrad (pairEnergy g) m) = m := by
  have key : (1 - g ^ 2)⁻¹ * (1 - g ^ 2) = 1 := inv_mul_cancel₀ (sub_ne_zero.2 hg.symm)
  refine ⟨?_, ?_, ?_, ?_⟩
  · unfold pairEnergy
    fun_prop
  · refine differentiable_pi.2 fun i => ?_
    fin_cases i
    · exact (by fun_prop : Differentiable ℝ
        fun u : Fin 2 → ℝ => (1 - g ^ 2)⁻¹ * (g * u 1 - u 0))
    · exact (by fun_prop : Differentiable ℝ
        fun u : Fin 2 → ℝ => (1 - g ^ 2)⁻¹ * (g * u 0 - u 1))
  · refine fun v => Filter.Eventually.of_forall fun u => ?_
    rw [siteGrad_pairEnergy]
    ext i
    fin_cases i
    · show (1 - g ^ 2)⁻¹ * (g * u 1 - u 0) + g * ((1 - g ^ 2)⁻¹ * (g * u 0 - u 1)) = -u 0
      linear_combination (-(u 0)) * key
    · show (1 - g ^ 2)⁻¹ * (g * u 0 - u 1) + g * ((1 - g ^ 2)⁻¹ * (g * u 1 - u 0)) = -u 1
      linear_combination (-(u 1)) * key
  · intro m
    rw [siteGrad_pairEnergy]
    ext i
    fin_cases i
    · show (1 - g ^ 2)⁻¹ * (g * -(m 1 + g * m 0) - -(m 0 + g * m 1)) = m 0
      linear_combination (m 0) * key
    · show (1 - g ^ 2)⁻¹ * (g * -(m 0 + g * m 1) - -(m 1 + g * m 0)) = m 1
      linear_combination (m 1) * key

end

end ConstrainedDFTKernel
```

```lean
#print axioms ConstrainedDFTKernel.kernel_eq_inv_response_sub
-- 'ConstrainedDFTKernel.kernel_eq_inv_response_sub' depends on axioms: [propext, Classical.choice, Quot.sound]
#print axioms ConstrainedDFTKernel.kernel_eq_zero_iff
-- 'ConstrainedDFTKernel.kernel_eq_zero_iff' depends on axioms: [propext, Classical.choice, Quot.sound]
#print axioms ConstrainedDFTKernel.scalar_kernel
-- 'ConstrainedDFTKernel.scalar_kernel' depends on axioms: [propext, Classical.choice, Quot.sound]
```

## Two systems that share a density

The sites form a finite type `ι`, and densities and potentials are both real functions on it, of type `ι → ℝ`. An energy $E$ is a function of the density alone. A potential $u$ adds the term $\sum_i u_i n_i$, so the density $n(u)$ makes the total stationary when

$$\frac{\partial E}{\partial n_i}(n(u)) = -u_i .$$

`StationaryNear E n v` says that this holds for all $u$ in some neighbourhood of $v$. The minus sign in the formulas comes from this convention.

The matrix `response n v` is $\chi_{ij}=\partial n_i/\partial u_j$ at $v$, and `hessian E m` is the matrix $H$ of second derivatives of $E$ at the density $m$. A second system has energy $E_0$, density map $n_0$, Hessian $H_0$ and response $\chi_0$, taken at its own potential $w$. The two systems are linked only by $n(v)=n_0(w)=m$.

Under these hypotheses `kernel_eq_inv_response_sub` states that $\chi$ and $\chi_0$ have nonzero determinants and that

$$f := H(m)-H_0(m)=\chi_0^{-1}-\chi^{-1}.$$

The theorem `dyson_equation` puts this in the form $\chi=\chi_0+\chi_0 f\chi$, and `kernel_eq_zero_iff` says that $f=0$ exactly when $\chi=\chi_0$.

For electrons, take grand-canonical equilibrium at a fixed positive temperature, with potentials measured from the chemical potential. Suppose that, for densities near $m$, $E$ is the kinetic plus interaction energy minus temperature times entropy of interacting electrons, as a function of the site densities, and $E_0$ is the kinetic energy minus temperature times entropy of non-interacting ones. Then $f$ is the static Hartree-exchange-correlation kernel on the sites at that temperature. The theorems do not require this reading: any two energies that meet the hypotheses will do.

`scalar_kernel` treats one constrained quantity, such as the charge on a fragment in constrained density functional theory. Here $a$ is the Lagrange multiplier, $n(a)$ the value it enforces, and the responses are the ordinary derivatives $\chi=n'(a_1)$ and $\chi_0=n_0'(a_2)$. The conclusion is that both are nonzero and $E''(m)-E_0''(m)=1/\chi_0-1/\chi$.

## What smoothness and stationarity assume

Differentiability of the density map is assumed at the potential in question. Physically, the density must respond smoothly there, without a jump from a level crossing. The energy must be $C^2$ on the whole space of real site functions, which excludes functionals with derivative discontinuities and those defined only for allowed electron occupations. If such a functional is $C^2$ near $m$, the theorems can be applied to a $C^2$ function on the whole space that agrees with it near $m$. Stationarity does not mean that the density is a minimum.

Site densities that always add up to a fixed particle number are also excluded when there is at least one site. Each column of $\chi$ would then sum to zero, and $\chi$ would be singular. Such a system has to be described by independent density variables first. A fixed particle number is no obstacle in itself when the sites cover only part of the system, as for the charge on one fragment. The response is static throughout, so no frequency dependence enters.

## Differentiating the stationarity condition

Both sides of the stationarity condition are functions of $u$ that agree near $v$, so their derivatives at $v$ agree. By the chain rule, differentiating with respect to $u_j$ gives

$$\sum_k H_{ik}\,\chi_{kj}=-\delta_{ij},\qquad\text{that is}\qquad H\chi=-1 ,$$

with $H$ taken at $n(v)=m$. Hence $(-H)\chi=1$. Taking determinants gives $\det(-H)\det\chi=1$, so $\det\chi\neq0$ and $\chi^{-1}=-H$. The same argument at $w$ gives $\chi_0^{-1}=-H_0$, where $H_0$ is taken at the same density $m$. Subtracting,

$$H-H_0=-\chi^{-1}+\chi_0^{-1}=f .$$

Multiplying by $\chi_0$ on the left and $\chi$ on the right gives

$$\chi_0 f\chi=\chi_0\chi_0^{-1}\chi-\chi_0\chi^{-1}\chi=\chi-\chi_0 ,$$

which is the Dyson equation. If $f=0$, it reduces to $\chi=\chi_0$. Conversely, equal responses have equal inverses, and then $f=0$.

For a single variable the chain rule reads $E''(m)\chi=-1$. A vanishing $\chi$ would give $0=-1$, so $\chi\neq0$ and $E''(m)=-1/\chi$. The second system gives $E_0''(m)=-1/\chi_0$, and subtraction finishes the argument.

## How the Lean proof follows these steps

`differentiable_siteGrad` supplies what the chain rule needs: the derivative of a $C^2$ function is $C^1$, hence differentiable, and so is each of its components.

In `hessian_mul_response`, `hc` is the chain rule for $u\mapsto\nabla E(n(u))$ and `hneg` is the derivative of $u\mapsto-u$. The local stationarity condition enters through `congr_of_eventuallyEq`, and uniqueness of the derivative equates the two. `LinearMap.toMatrix'_comp` then turns the composition of linear maps into the product $H\chi$.

`response_inv` reads off the determinant and the inverse from $(-H)\chi=1$. The kernel theorem substitutes the two inverses, and `dyson_equation` expands the product and cancels each response against its inverse. In `scalar_kernel`, the local statement `key` proves "curvature times response is $-1$" once and is applied to both systems.

## A coupled pair of sites

The energy `pairEnergy g` is $E_g(x)=\tfrac12(x_0^2+x_1^2)+g\,x_0x_1$, with gradient $(x_0+g x_1,\;x_1+g x_0)$. Setting this equal to $-u$ and solving for $g^2\neq1$ gives

$$n(u)=\frac{1}{1-g^2}\,(g u_1-u_0,\; g u_0-u_1),$$

which is `pairDensity g`. `pair_witness` confirms that this pair has the required smoothness and stationarity at every potential, and that the potential $-\nabla E_g(m)$ produces any chosen density $m$. Two pairs with different admissible couplings can therefore always be compared at a common density. This is a mathematical model, not restricted to physical states: the entries of $m$ may be negative, and for $g^2>1$ the stationary point is a saddle. The proof substitutes the formulas and uses $(1-g^2)^{-1}(1-g^2)=1$.

The file does not evaluate $f$ for this model, but it is quickly found: against the uncoupled pair, the diagonal entries of $f$ vanish and both off-diagonal entries equal $g$, so the kernel is the coupling itself.
